# The derivative of the discretized Berry phase as the imaginary part of a sum of traces over invertible overlaps

A gradient-based program that minimises the electric enthalpy of an insulator can use the slope of the field term along the current search direction in orbital space, for example to choose a step length. In the discretized form of that term, each string of k-points contributes the phase of a product of overlap determinants, and for each direction of the strings a component of the field multiplies the average of their phases, up to a constant set by charge, spin and cell geometry. Here we treat one string. When its overlap matrices are invertible, the slope of its phase follows from their inverses and their first-order changes, without finite differences.

Take a closed string of $N\ge 1$ k-points, labelled by $j$ modulo $N$. The columns of the $n\times m$ matrix $U_j(s)$ are the cell-periodic parts of the $m$ occupied orbitals at point $j$, expanded in $n$ orthonormal basis functions that are the same at every point, and $s$ is a real parameter, such as the step length along the search direction. The last point is joined directly to the first. In the electric enthalpy the string crosses the Brillouin zone, and its closing overlap contains a further position-dependent phase factor, which this model leaves out. Define

$$S_j=U_j^*U_{j+1},\qquad F=\prod_j\det S_j ,$$

where the star is the conjugate transpose. If the entries of the $U_j$ are differentiable at $s$ and every $S_j(s)$ is invertible, then

$$\frac{F'(s)}{F(s)}=\sum_j\operatorname{tr}\bigl(S_j^{-1}S_j'\bigr),$$

and the imaginary part of this sum is the slope of the phase of $F$. We call this phase the discretized Berry phase; some authors define it with the opposite sign, which reverses the slope. Moreover, $F$ does not change when the orbitals at each point are mixed by a unitary matrix.

## Mixing the orbitals at each point

Replace $U_j$ by $U_jG_j$, with any square matrices $G_j$. Then $S_j$ becomes $G_j^*S_jG_{j+1}$, whose determinant is $\overline{\det G_j}\,\det S_j\,\det G_{j+1}$. In the product over the closed string, the factors $\det G_{j+1}$ are the factors $\det G_j$ in another order, so

$$F\longmapsto\Bigl(\prod_j|\det G_j|^2\Bigr)F .$$

For unitary $G_j$, taking determinants in $G_j^*G_j=1$ gives $|\det G_j|^2=1$, and $F$ is unchanged.

## Differentiating the determinants

Let $A(s)$ be a square matrix with differentiable entries. Its permutation expansion is $\det A=\sum_\sigma\operatorname{sgn}(\sigma)\prod_k A_{\sigma(k)k}$, and the product rule gives

$$(\det A)'=\sum_i\sum_\sigma\operatorname{sgn}(\sigma)\,A'_{\sigma(i)i}\prod_{k\ne i}A_{\sigma(k)k}.$$

For fixed $i$, the inner sum is the determinant of $A$ with column $i$ replaced by column $i$ of $A'$. By Cramer's rule this equals $(\operatorname{adj}(A)A')_{ii}$. Summing over $i$ gives Jacobi's formula, $(\det A)'=\operatorname{tr}(\operatorname{adj}(A)A')$.

Write $V_j=U_j'(s)$. The entries of the overlap are $(S_j)_{ab}=\sum_i\overline{(U_j)_{ia}}\,(U_{j+1})_{ib}$. Since $s$ is real, differentiation commutes with complex conjugation, and

$$S_j'=V_j^*U_{j+1}+U_j^*V_{j+1}.$$

Invertibility gives $\operatorname{adj}(S_j)=\det(S_j)\,S_j^{-1}$, so

$$F'=\sum_j\Bigl(\prod_{k\ne j}\det S_k\Bigr)\det(S_j)\operatorname{tr}(S_j^{-1}S_j')
=F\sum_j\operatorname{tr}(S_j^{-1}S_j').$$

No factor $\det S_j$ vanishes, hence $F(s)\ne0$ and we may divide by it.

## The phase and the directions that leave it alone

Measure the phase from its value at $s$, as $\phi(t)=\arg\bigl(F(t)/F(s)\bigr)$. The ratio equals $1$ at $t=s$, where the principal logarithm is differentiable with derivative $1$. Therefore $\log(F(t)/F(s))$ has derivative $F'(s)/F(s)$ at $t=s$, and its imaginary part gives

$$\phi'(s)=\operatorname{Im}\sum_j\operatorname{tr}(S_j^{-1}S_j').$$

An infinitesimal unitary mixing has $V_j=U_jX_j$ with $X_j^*=-X_j$. Then $S_j'=-X_jS_j+S_jX_{j+1}$, and cyclicity of the trace gives

$$\operatorname{tr}(S_j^{-1}S_j')=-\operatorname{tr}X_j+\operatorname{tr}X_{j+1}.$$

The sum around the string is zero.

## A closed string of orbitals in Lean

The index type `ZMod N` makes the string closed: adding $1$ to the last label returns to the first. The condition `NeZero N` excludes $N=0$, for which `ZMod N` would be the infinite set of integers. The finite types `n` and `m` label basis functions and occupied orbitals.

```lean
import Mathlib

open Matrix

namespace BerryPhaseString

noncomputable section

variable {N : ℕ} [NeZero N] {n m : Type*} [Fintype n] [Fintype m] [DecidableEq m]
```

The overlap is a plain matrix product, which takes the basis to be orthonormal and the same at every k-point. The orbitals themselves need not be.

```lean
/-- The overlap matrix `S_j = U_j* U_(j+1)` between the orbitals at neighbouring points of a
closed string of `N` k-points; the columns of `U_j` are the orbitals at point `j`. -/
def overlap (U : ZMod N → Matrix n m ℂ) (j : ZMod N) : Matrix m m ℂ :=
  (U j)ᴴ * U (j + 1)

/-- The product `F` of the overlap determinants around the closed string. -/
def loopProduct (U : ZMod N → Matrix n m ℂ) : ℂ :=
  ∏ j, (overlap U j).det
```

In the next definition `V` holds the first-order changes of the orbitals. It is an independent argument here; later hypotheses identify it with the derivative of `U`.

```lean
/-- The first-order overlap `S_j' = V_j* U_(j+1) + U_j* V_(j+1)` for orbitals `U` with
first-order change `V`. -/
def overlapDeriv (U V : ZMod N → Matrix n m ℂ) (j : ZMod N) : Matrix m m ℂ :=
  (V j)ᴴ * U (j + 1) + (U j)ᴴ * V (j + 1)
```

These definitions describe one string in a finite basis. The closing overlap joins the last and first matrices directly, without the position-dependent phase factor by which cell-periodic orbitals differ across a reciprocal lattice vector. The remaining energy terms and the constant in front of the phase are not modelled.

## Gauge invariance of the product

The first theorem allows arbitrary square matrices `G j`, including singular ones. `Complex.normSq` is the squared modulus. The fact `h` factorises each transformed determinant, and `shift` reorders the product by means of the bijection $j\mapsto j+1$.

```lean
/-- Mixing the orbitals at each point by any square matrix `G_j` multiplies the loop product
by the product of the `|det G_j|²`. -/
theorem loopProduct_mul (U : ZMod N → Matrix n m ℂ) (G : ZMod N → Matrix m m ℂ) :
    loopProduct (fun j => U j * G j) =
      (∏ j, (Complex.normSq (G j).det : ℂ)) * loopProduct U := by
  have h : ∀ j, (overlap (fun j => U j * G j) j).det =
      star (G j).det * (overlap U j).det * (G (j + 1)).det := by
    intro j
    have h' : overlap (fun j => U j * G j) j = (G j)ᴴ * overlap U j * G (j + 1) := by
      simp only [overlap, conjTranspose_mul, Matrix.mul_assoc]
    rw [h', det_mul, det_mul, det_conjTranspose]
  -- the string is closed, so the shifted product is the same product
  have shift : ∏ j, (G (j + 1)).det = ∏ j, (G j).det :=
    Equiv.prod_comp (Equiv.addRight (1 : ZMod N)) (fun j => (G j).det)
  have hn : ∏ j, (Complex.normSq (G j).det : ℂ) =
      (∏ j, star (G j).det) * ∏ j, (G j).det := by
    rw [← Finset.prod_mul_distrib]
    exact Finset.prod_congr rfl fun j _ => Complex.normSq_eq_conj_mul_self
  rw [hn]
  simp only [loopProduct, h, Finset.prod_mul_distrib, shift]
  ring
```

The hypothesis `hG` now makes each mixing matrix unitary, with no relation between neighbouring points. The proof takes the determinant of $G_j^*G_j=1$ and applies the preceding theorem.

```lean
/-- Gauge invariance: the loop product is unchanged when the orbitals at each point are mixed
by a unitary matrix, chosen independently from point to point. -/
theorem loopProduct_gauge_invariant (U : ZMod N → Matrix n m ℂ) (G : ZMod N → Matrix m m ℂ)
    (hG : ∀ j, G j ∈ unitaryGroup m ℂ) :
    loopProduct (fun j => U j * G j) = loopProduct U := by
  have h1 : ∏ j, (Complex.normSq (G j).det : ℂ) = 1 := by
    refine Finset.prod_eq_one fun j _ => ?_
    have h := congrArg Matrix.det (mem_unitaryGroup_iff'.mp (hG j))
    rw [star_eq_conjTranspose, det_mul, det_conjTranspose, det_one] at h
    rw [Complex.normSq_eq_conj_mul_self]
    exact h
  rw [loopProduct_mul, h1, one_mul]
```

## Jacobi's formula from the permutation expansion

`HasDerivAt f f' s` says that `f` is differentiable at `s` with derivative `f'`. The hypothesis `hA` states this for each matrix entry separately, so no matrix norm is involved.

The proof runs the derivation from its end. Cramer's rule, in `h1`, turns each diagonal entry of $\operatorname{adj}(A)A'$ into a determinant with one replaced column. The step `key` expands these determinants and exchanges the sums over columns and permutations. The result is what the product rule gives for the permutation expansion, and the last lines apply that rule.

```lean
/-- Jacobi's formula: if the entries of `A` are differentiable at `s` with derivatives `A'`,
then `det A` has derivative `tr (adj(A) A')` there. -/
theorem hasDerivAt_det {A : ℝ → Matrix m m ℂ} {A' : Matrix m m ℂ} {s : ℝ}
    (hA : ∀ a b, HasDerivAt (fun t => A t a b) (A' a b) s) :
    HasDerivAt (fun t => (A t).det) ((A s).adjugate * A').trace s := by
  -- Cramer's rule: each diagonal entry is a determinant with one column differentiated
  have h1 : ∀ i, ((A s).adjugate * A') i i =
      ((A s).updateCol i (fun k => A' k i)).det := by
    intro i
    rw [← cramer_apply, cramer_eq_adjugate_mulVec]
    rfl
  have key : ((A s).adjugate * A').trace =
      ∑ σ : Equiv.Perm m, ((Equiv.Perm.sign σ : ℤ) : ℂ) *
        ∑ i, (∏ k ∈ Finset.univ.erase i, A s (σ k) k) • A' (σ i) i := by
    simp only [trace, diag_apply, h1, det_apply', Finset.mul_sum]
    rw [Finset.sum_comm]
    refine Finset.sum_congr rfl fun σ _ => Finset.sum_congr rfl fun i _ => ?_
    have h2 : ∏ k ∈ Finset.univ.erase i,
        ((A s).updateCol i (fun k => A' k i)) (σ k) k =
        ∏ k ∈ Finset.univ.erase i, A s (σ k) k :=
      Finset.prod_congr rfl fun k hk => updateCol_ne (Finset.ne_of_mem_erase hk)
    rw [← Finset.mul_prod_erase Finset.univ
      (fun k => ((A s).updateCol i (fun k => A' k i)) (σ k) k) (Finset.mem_univ i), h2]
    simp only [updateCol_self, smul_eq_mul]
    ring
  rw [key]
  simp only [det_apply']
  exact HasDerivAt.fun_sum fun σ _ =>
    (HasDerivAt.fun_finsetProd fun i _ => hA (σ i) i).const_mul _
```

## From orbital changes to the logarithmic derivative

The hypothesis `hU` says that `V` contains the derivatives of the orbital coefficients at `s`. The derivative of an overlap entry is then the product rule under a finite sum, with `star` as complex conjugation.

```lean
omit [NeZero N] [Fintype m] [DecidableEq m] in
/-- If the orbitals are differentiable at `s` with derivatives `V`, each entry of the overlap
matrix has the corresponding entry of the first-order overlap as its derivative. -/
theorem hasDerivAt_overlap {U : ℝ → ZMod N → Matrix n m ℂ} {V : ZMod N → Matrix n m ℂ} {s : ℝ}
    (hU : ∀ j a b, HasDerivAt (fun t => U t j a b) (V j a b) s) (j : ZMod N) (a b : m) :
    HasDerivAt (fun t => overlap (U t) j a b) (overlapDeriv (U s) V j a b) s := by
  simp only [overlap, overlapDeriv, Matrix.add_apply, Matrix.mul_apply, conjTranspose_apply,
    ← Finset.sum_add_distrib]
  exact HasDerivAt.fun_sum fun i _ => (hU j i a).star.fun_mul (hU (j + 1) i b)
```

The hypothesis `hS` requires each overlap to be invertible at `s`. Physically, no nonzero coefficient vector may combine the occupied orbitals at $j+1$ into something orthogonal to every occupied orbital at $j$. If one did, $F$ would vanish and its phase would be undefined. The condition is assumed, and it is a demand on the orbitals and on the k-point spacing.

The proof applies the product rule to $F$, with Jacobi's formula for each factor. In `hadj` the adjugate becomes the determinant times the inverse, and the determinant then fills the gap that the product rule left in the product.

```lean
/-- For differentiable orbitals with invertible overlaps at `s`, the loop product has
derivative `F ∑ tr (S_j⁻¹ S_j')` there. -/
theorem hasDerivAt_loopProduct {U : ℝ → ZMod N → Matrix n m ℂ} {V : ZMod N → Matrix n m ℂ}
    {s : ℝ} (hU : ∀ j a b, HasDerivAt (fun t => U t j a b) (V j a b) s)
    (hS : ∀ j, IsUnit (overlap (U s) j)) :
    HasDerivAt (fun t => loopProduct (U t))
      (loopProduct (U s) * ∑ j, ((overlap (U s) j)⁻¹ * overlapDeriv (U s) V j).trace) s := by
  have hp := HasDerivAt.fun_finsetProd (u := Finset.univ)
    (fun j _ => hasDerivAt_det (fun a b => hasDerivAt_overlap hU j a b))
  refine hp.congr_deriv ?_
  rw [Finset.mul_sum]
  refine Finset.sum_congr rfl fun j _ => ?_
  -- invertibility turns the adjugate into `det S_j` times the inverse
  have hadj : (overlap (U s) j).adjugate = (overlap (U s) j).det • (overlap (U s) j)⁻¹ := by
    rw [Matrix.inv_def, smul_smul,
      Ring.mul_inverse_cancel _ ((isUnit_iff_isUnit_det _).mp (hS j)), one_smul]
  rw [hadj, Matrix.smul_mul, trace_smul, loopProduct,
    ← Finset.mul_prod_erase Finset.univ (fun j => (overlap (U s) j).det) (Finset.mem_univ j)]
  simp only [smul_eq_mul]
  ring
```

The quotient form has two conclusions: $F(s)$ is nonzero, and $F'/F$ is the sum of traces. The first comes from the nonzero determinants, the second from dividing the derivative just found.

```lean
/-- For differentiable orbitals with invertible overlaps at `s`, the loop product is nonzero
and its logarithmic derivative is `F'/F = ∑ tr (S_j⁻¹ S_j')`. -/
theorem logDeriv_loopProduct {U : ℝ → ZMod N → Matrix n m ℂ} {V : ZMod N → Matrix n m ℂ}
    {s : ℝ} (hU : ∀ j a b, HasDerivAt (fun t => U t j a b) (V j a b) s)
    (hS : ∀ j, IsUnit (overlap (U s) j)) :
    loopProduct (U s) ≠ 0 ∧
      deriv (fun t => loopProduct (U t)) s / loopProduct (U s) =
        ∑ j, ((overlap (U s) j)⁻¹ * overlapDeriv (U s) V j).trace := by
  have hF : loopProduct (U s) ≠ 0 :=
    Finset.prod_ne_zero_iff.mpr fun j _ => ((isUnit_iff_isUnit_det _).mp (hS j)).ne_zero
  exact ⟨hF, by rw [(hasDerivAt_loopProduct hU hS).deriv, mul_div_cancel_left₀ _ hF]⟩
```

## The slope of the Berry phase

`Complex.arg` is the principal argument, which jumps across the negative real axis. Dividing by `loopProduct (U s)` places the ratio at $1$ when $t=s$, so a particular value of $\arg F(s)$ does no harm. The fact `hmem` records that this point lies in the region where the logarithm is differentiable. The step `h2` differentiates the logarithm, and `h3` takes the imaginary part.

```lean
/-- For differentiable orbitals with invertible overlaps at `s`, the discretized Berry phase,
measured from its value at `s`, has derivative `Im ∑ tr (S_j⁻¹ S_j')` at `s`. -/
theorem hasDerivAt_berryPhase {U : ℝ → ZMod N → Matrix n m ℂ} {V : ZMod N → Matrix n m ℂ}
    {s : ℝ} (hU : ∀ j a b, HasDerivAt (fun t => U t j a b) (V j a b) s)
    (hS : ∀ j, IsUnit (overlap (U s) j)) :
    HasDerivAt (fun t => (loopProduct (U t) / loopProduct (U s)).arg)
      (∑ j, ((overlap (U s) j)⁻¹ * overlapDeriv (U s) V j).trace).im s := by
  have hF := (logDeriv_loopProduct hU hS).1
  -- the ratio equals one at `s`, away from the branch cut of the logarithm
  have hmem : loopProduct (U s) / loopProduct (U s) ∈ Complex.slitPlane := by
    rw [div_self hF]
    exact Complex.one_mem_slitPlane
  have h2 : HasDerivAt (fun t => Complex.log (loopProduct (U t) / loopProduct (U s)))
      (∑ j, ((overlap (U s) j)⁻¹ * overlapDeriv (U s) V j).trace) s :=
    (((hasDerivAt_loopProduct hU hS).div_const (loopProduct (U s))).clog_real hmem).congr_deriv
      (by rw [div_self hF, div_one, mul_div_cancel_left₀ _ hF])
  have h3 := Complex.imCLM.hasFDerivAt.comp_hasDerivAt s h2
  exact h3.congr_of_eventuallyEq
    (Filter.Eventually.of_forall fun t => (Complex.log_im _).symm)
```

For this single-string model, the theorem supplies the first-order response of the phase to a change of the orbitals. The real part of the sum describes the change of $\log|F|$ and does not enter the phase.

The last theorem checks the directions that are infinitesimal unitary mixings of the occupied orbitals at each point. Its hypothesis `hX` says that each `X j` is anti-Hermitian. The fact `h` reduces every term to a difference of neighbouring traces, and `shift` cancels them around the string. Such a component of the search direction therefore leaves the computed slope unchanged.

```lean
/-- With invertible overlaps, a first-order change `U_j X_j` with anti-Hermitian `X_j`, an
infinitesimal unitary mixing of the orbitals, contributes nothing to `∑ tr (S_j⁻¹ S_j')`. -/
theorem sum_trace_gauge_direction (U : ZMod N → Matrix n m ℂ) (X : ZMod N → Matrix m m ℂ)
    (hS : ∀ j, IsUnit (overlap U j)) (hX : ∀ j, (X j)ᴴ = -X j) :
    ∑ j, ((overlap U j)⁻¹ * overlapDeriv U (fun j => U j * X j) j).trace = 0 := by
  have h : ∀ j, ((overlap U j)⁻¹ * overlapDeriv U (fun j => U j * X j) j).trace =
      -(X j).trace + (X (j + 1)).trace := by
    intro j
    have hd := (isUnit_iff_isUnit_det _).mp (hS j)
    have h' : overlapDeriv U (fun j => U j * X j) j =
        (-X j) * overlap U j + overlap U j * X (j + 1) := by
      simp only [overlapDeriv, overlap, conjTranspose_mul, hX, Matrix.mul_assoc]
    rw [h', Matrix.mul_add, trace_add, trace_mul_comm (overlap U j)⁻¹ ((-X j) * overlap U j),
      Matrix.mul_assoc, mul_nonsing_inv _ hd, Matrix.mul_one, ← Matrix.mul_assoc,
      nonsing_inv_mul _ hd, Matrix.one_mul, trace_neg]
  -- the traces cancel around the closed string
  have shift : ∑ j, (X (j + 1)).trace = ∑ j, (X j).trace :=
    Equiv.sum_comp (Equiv.addRight (1 : ZMod N)) (fun j => (X j).trace)
  simp only [h, Finset.sum_add_distrib, Finset.sum_neg_distrib, shift, neg_add_cancel]

end

end BerryPhaseString
```

```lean
#print axioms BerryPhaseString.loopProduct_gauge_invariant
#print axioms BerryPhaseString.hasDerivAt_berryPhase
#print axioms BerryPhaseString.sum_trace_gauge_direction
```

```
'BerryPhaseString.loopProduct_gauge_invariant' depends on axioms: [propext, Classical.choice, Quot.sound]
'BerryPhaseString.hasDerivAt_berryPhase' depends on axioms: [propext, Classical.choice, Quot.sound]
'BerryPhaseString.sum_trace_gauge_direction' depends on axioms: [propext, Classical.choice, Quot.sound]
```
